# Two identical point scatterers with scattering length a > 0 have a second bound level of negative energy exactly when they are more than a apart

I model each of two identical scatterers as a point that acts on a particle only through a boundary condition, fixed by a scattering length $a>0$. At distance $d$, the pair should have an even level with decay constant $\kappa>1/a$ for every $d>0$, and an odd level of negative energy only if $d>a$. The usual argument is a sketch of two curves that cross. Can it be made rigorous, starting from the boundary condition and not from the final equations, and be checked by machine?

## From the contact condition to an even and an odd equation

Yes, once "bound level" is defined without a potential. Take the trial wave

$$\psi(x)=c_1\frac{e^{-\kappa r_1}}{r_1}+c_2\frac{e^{-\kappa r_2}}{r_2},\qquad r_i=|x-R_i|,$$

where $R_1,R_2$ are the positions of the scatterers and $c_1,c_2$ are real amplitudes. Require the Bethe-Peierls condition $\psi-c_i/r_i\to-c_i/a$ at each $R_i$. A bound level is a $\kappa>0$ for which amplitudes that are not both zero satisfy this; its energy is $-\hbar^2\kappa^2/2m$ for a particle of mass $m$. The condition is postulated: it stands for a potential whose range is much shorter than $a$, $d$ and $1/\kappa$, so that only its low-energy s-wave scattering matters.

Write $g(\kappa)=e^{-\kappa d}/d$. Near $R_1$ the first wave is $c_1/r_1-\kappa c_1+O(r_1)$, and the second tends to $c_2\,g(\kappa)$. The condition at $R_1$ is therefore $-\kappa c_1+g c_2=-c_1/a$. With the same step at $R_2$,

$$(\kappa-1/a)\,c_1=g\,c_2,\qquad(\kappa-1/a)\,c_2=g\,c_1.$$

Adding and subtracting gives

$$(\kappa-1/a-g)(c_1+c_2)=0,\qquad(\kappa-1/a+g)(c_1-c_2)=0.$$

Nonzero amplitudes need $\kappa-1/a=g$ (even) or $\kappa-1/a=-g$ (odd). Conversely, a root of either equation is realised by $c_1=\pm c_2$.

**Even equation.** Since $g$ is positive and strictly decreasing, $\kappa-g(\kappa)$ is strictly increasing. It lies below $1/a$ at $\kappa=1/a$, and above $1/a$ at $\kappa=1/a+1/d$, because $g(\kappa)<1/d$ for $\kappa>0$. There is exactly one root, and $g>0$ puts it above $1/a$.

**Odd equation.** Let $h(\kappa)=\kappa+g(\kappa)$. Then $h(0)=1/d$ and $h'(\kappa)=1-e^{-\kappa d}>0$ for $\kappa>0$. A positive root of $h(\kappa)=1/a$ therefore requires $1/a>1/d$, that is, $d>a$. If $d>a$, then $h(0)<1/a<h(1/a)$, which gives exactly one positive root, and it lies below $1/a$. At $d=a$ the root is $\kappa=0$. The wave $1/r_1-1/r_2$ then meets both contact conditions and falls off as $1/r^2$ at large distance $r$, so it is a square-integrable state of zero energy. The definition of a bound level used here, with $\kappa>0$, leaves it out.

## What the Lean statements say

`Space` is three-dimensional Euclidean space, `decayingWave κ r` is $e^{-\kappa r}/r$, and `wave` is $\psi$. `ContactCondition` is a limit over points approaching `R` but different from it, so the value of $\psi$ at the scatterer plays no role. It also fixes the sign convention, $\psi\approx c(1/r-1/a)$. `IsBoundLevel` is the definition of a bound level given above.

- `even_root`: for $a,d>0$ the even equation has exactly one positive root, and every real root exceeds $1/a$.
- `odd_root_iff`: for $a,d>0$ the odd equation has a positive root if and only if $a<d$.
- `one_level`: distinct scatterers with $d\le a$ have exactly one bound level.
- `two_levels`: if $a>0$ and $d>a$, the bound levels are exactly two numbers, `κu` and `κg`, with $0<\kappa_u<1/a<\kappa_g$.

The file constructs no Hamiltonian and does not show that every square-integrable bound state has the form of the trial wave. Within its model of one particle and two identical zero-range centres with $a>0$, the result describes a bonding level that is present at every distance $d>0$ and an antibonding level that is lost when the centres come too close.

```lean
import Mathlib

open Filter Topology Set

namespace TwoPointScatterers

noncomputable section

/-- Three-dimensional physical space. -/
abbrev Space := EuclideanSpace ℝ (Fin 3)

/-- The decaying spherical wave `exp(-κ r)/r` at distance `r > 0` from its source. -/
def decayingWave (κ r : ℝ) : ℝ := Real.exp (-κ * r) / r

/-- Superposition of the decaying waves sent out by scatterers at `R₁` and `R₂` with amplitudes
`c₁` and `c₂`, for points `x` away from both scatterers. -/
def wave (κ : ℝ) (R₁ R₂ : Space) (c₁ c₂ : ℝ) (x : Space) : ℝ :=
  c₁ * decayingWave κ (dist x R₁) + c₂ * decayingWave κ (dist x R₂)

/-- Bethe-Peierls contact condition for scattering length `a ≠ 0`: near the scatterer at `R` the
wave behaves as `c (1/r - 1/a)`, up to terms that vanish with the distance `r`. -/
def ContactCondition (a : ℝ) (R : Space) (c : ℝ) (ψ : Space → ℝ) : Prop :=
  Tendsto (fun x => ψ x - c / dist x R) (𝓝[≠] R) (𝓝 (-(c / a)))

/-- `κ > 0` is a bound level of two scatterers of scattering length `a ≠ 0` if some superposition
of decaying waves, with amplitudes not both zero, meets the contact condition at each of them. -/
def IsBoundLevel (a : ℝ) (R₁ R₂ : Space) (κ : ℝ) : Prop :=
  0 < κ ∧ ∃ c₁ c₂ : ℝ, (c₁ ≠ 0 ∨ c₂ ≠ 0) ∧
    ContactCondition a R₁ c₁ (wave κ R₁ R₂ c₁ c₂) ∧
    ContactCondition a R₂ c₂ (wave κ R₁ R₂ c₁ c₂)

/-- Once the singular term `c₁/r` is removed, the wave at the first scatterer tends to `-κ c₁`
plus the wave arriving from the second scatterer. -/
theorem wave_regular_part (κ c₁ c₂ : ℝ) {R₁ R₂ : Space} (hR : R₁ ≠ R₂) :
    Tendsto (fun x => wave κ R₁ R₂ c₁ c₂ x - c₁ / dist x R₁) (𝓝[≠] R₁)
      (𝓝 (c₁ * (-κ) + c₂ * decayingWave κ (dist R₁ R₂))) := by
  -- the own wave: a difference quotient of the exponential at zero distance
  have hder : HasDerivAt (fun r : ℝ => Real.exp (-κ * r)) (-κ) 0 := by
    have h := ((hasDerivAt_id (0 : ℝ)).const_mul (-κ)).exp
    simpa using h
  have hslope := hasDerivAt_iff_tendsto_slope_zero.1 hder
  have hdist : Tendsto (fun x : Space => dist x R₁) (𝓝[≠] R₁) (𝓝[≠] 0) := by
    refine tendsto_nhdsWithin_iff.2 ⟨?_, ?_⟩
    · have hc : Continuous fun x : Space => dist x R₁ := by fun_prop
      have h := hc.tendsto R₁
      rw [dist_self] at h
      exact h.mono_left nhdsWithin_le_nhds
    · filter_upwards [self_mem_nhdsWithin] with x hx
      exact dist_ne_zero.2 hx
  -- the wave of the other scatterer is continuous here
  have hother : Tendsto (fun x : Space => decayingWave κ (dist x R₂)) (𝓝[≠] R₁)
      (𝓝 (decayingWave κ (dist R₁ R₂))) := by
    have hc : ContinuousAt (fun x : Space => Real.exp (-κ * dist x R₂) / dist x R₂) R₁ :=
      ContinuousAt.div (by fun_prop) (by fun_prop) (dist_ne_zero.2 hR)
    exact hc.tendsto.mono_left nhdsWithin_le_nhds
  refine (((hslope.comp hdist).const_mul c₁).add (hother.const_mul c₂)).congr fun x => ?_
  simp only [Function.comp_apply, wave, decayingWave, smul_eq_mul, zero_add, mul_zero,
    Real.exp_zero]
  ring

/-- The contact condition at the first scatterer is the multiple-scattering equation
`(κ - 1/a) c₁ = c₂ exp(-κ d)/d`, with `d` the distance of the scatterers. -/
theorem contact_iff (a κ c₁ c₂ : ℝ) {R₁ R₂ : Space} (hR : R₁ ≠ R₂) :
    ContactCondition a R₁ c₁ (wave κ R₁ R₂ c₁ c₂) ↔
      (κ - 1 / a) * c₁ = decayingWave κ (dist R₁ R₂) * c₂ := by
  have hlim := wave_regular_part κ c₁ c₂ hR
  have : NeBot (𝓝[≠] R₁) := Module.punctured_nhds_neBot ℝ Space R₁
  constructor
  · intro h
    have e := tendsto_nhds_unique h hlim
    linear_combination e
  · intro h
    have e : -(c₁ / a) = c₁ * (-κ) + c₂ * decayingWave κ (dist R₁ R₂) := by
      linear_combination h
    unfold ContactCondition
    rw [e]
    exact hlim

/-- The bound levels are the positive roots of the even equation `κ - 1/a = exp(-κ d)/d` and of
the odd equation `κ - 1/a = -exp(-κ d)/d`. -/
theorem isBoundLevel_iff (a κ : ℝ) {R₁ R₂ : Space} (hR : R₁ ≠ R₂) :
    IsBoundLevel a R₁ R₂ κ ↔ 0 < κ ∧ (κ - 1 / a = decayingWave κ (dist R₁ R₂) ∨
      κ - 1 / a = -decayingWave κ (dist R₁ R₂)) := by
  have hswap : ∀ c₁ c₂, wave κ R₁ R₂ c₁ c₂ = wave κ R₂ R₁ c₂ c₁ := fun c₁ c₂ => by
    funext x
    exact add_comm _ _
  have h2 : ∀ c₁ c₂, ContactCondition a R₂ c₂ (wave κ R₁ R₂ c₁ c₂) ↔
      (κ - 1 / a) * c₂ = decayingWave κ (dist R₁ R₂) * c₁ := fun c₁ c₂ => by
    rw [hswap, contact_iff a κ c₂ c₁ hR.symm, dist_comm]
  unfold IsBoundLevel
  simp only [contact_iff a κ _ _ hR, h2]
  refine and_congr_right fun _ => ⟨?_, ?_⟩
  · rintro ⟨c₁, c₂, hc, e₁, e₂⟩
    by_contra hne
    obtain ⟨hg, hu⟩ := not_or.1 hne
    -- sum and difference of the amplitudes decouple
    have hs : c₁ + c₂ = 0 := by
      refine (mul_eq_zero.1 ?_).resolve_left (sub_ne_zero.2 hg)
      linear_combination e₁ + e₂
    have hd : c₁ - c₂ = 0 := by
      refine (mul_eq_zero.1 ?_).resolve_left (sub_ne_zero.2 hu)
      linear_combination e₁ - e₂
    rcases hc with h | h
    · exact h (by linarith)
    · exact h (by linarith)
  · rintro (h | h)
    · exact ⟨1, 1, Or.inl one_ne_zero, by linarith, by linarith⟩
    · exact ⟨1, -1, Or.inl one_ne_zero, by linarith, by linarith⟩

/-- For `a > 0` and `d > 0` the even equation has exactly one positive root, and every root exceeds
`1/a`. -/
theorem even_root {a d : ℝ} (ha : 0 < a) (hd : 0 < d) :
    (∃! κ, 0 < κ ∧ κ - 1 / a = decayingWave κ d) ∧
      ∀ κ, κ - 1 / a = decayingWave κ d → 1 / a < κ := by
  have hpos : ∀ κ, 0 < decayingWave κ d := fun κ => div_pos (Real.exp_pos _) hd
  have hanti : ∀ x y, x < y → decayingWave y d < decayingWave x d := fun x y hxy => by
    have h : Real.exp (-y * d) < Real.exp (-x * d) := Real.exp_lt_exp.2 (by nlinarith)
    exact div_lt_div_of_pos_right h hd
  have ha' : 0 < 1 / a := one_div_pos.2 ha
  have hd' : 0 < 1 / d := one_div_pos.2 hd
  have hzero : decayingWave 0 d = 1 / d := by simp [decayingWave]
  have hcont : Continuous fun κ => κ - decayingWave κ d := by
    unfold decayingWave
    fun_prop
  refine ⟨?_, fun κ h => by linarith [hpos κ]⟩
  -- the sign changes between 1/a and 1/a + 1/d
  have hle : 1 / a ≤ 1 / a + 1 / d := by linarith
  have hup := hanti 0 (1 / a + 1 / d) (by linarith)
  obtain ⟨κ, hκ, he⟩ := intermediate_value_Icc hle hcont.continuousOn
    (show 1 / a ∈ Icc _ _ from ⟨by linarith [hpos (1 / a)], by linarith⟩)
  have he' : κ - decayingWave κ d = 1 / a := he
  refine ⟨κ, ⟨by linarith [hκ.1], by linarith⟩, ?_⟩
  rintro q ⟨_, hq⟩
  rcases lt_trichotomy q κ with h | h | h
  · linarith [hanti q κ h]
  · exact h
  · linarith [hanti κ q h]

/-- For `d > 0` the function `κ + exp(-κ d)/d` is strictly increasing on `κ ≥ 0`. -/
theorem odd_strictMono {d x y : ℝ} (hd : 0 < d) (hx : 0 ≤ x) (hxy : x < y) :
    x + decayingWave x d < y + decayingWave y d := by
  have h1 : Real.exp (-y * d) = Real.exp (-x * d) * Real.exp (-((y - x) * d)) := by
    rw [← Real.exp_add]
    congr 1
    ring
  have ht : 0 < (y - x) * d := mul_pos (sub_pos.2 hxy) hd
  have h2 := Real.add_one_lt_exp (neg_ne_zero.2 ht.ne')
  have h3 : Real.exp (-x * d) ≤ 1 := Real.exp_le_one_iff.2 (by nlinarith [mul_nonneg hx hd.le])
  have key : Real.exp (-x * d) - Real.exp (-y * d) < (y - x) * d := by
    rw [h1]
    nlinarith [mul_pos (Real.exp_pos (-x * d)) (sub_pos.2 h2),
      mul_nonneg (sub_nonneg.2 h3) ht.le]
  have h4 := (div_lt_iff₀ hd).2 key
  rw [sub_div] at h4
  unfold decayingWave
  linarith

/-- For positive scattering length and distance, the odd equation has a positive root if and only if
the distance of the scatterers exceeds the scattering length. -/
theorem odd_root_iff {a d : ℝ} (ha : 0 < a) (hd : 0 < d) :
    (∃ κ, 0 < κ ∧ κ - 1 / a = -decayingWave κ d) ↔ a < d := by
  have hzero : decayingWave 0 d = 1 / d := by simp [decayingWave]
  constructor
  · rintro ⟨κ, hκ, he⟩
    have h := odd_strictMono hd le_rfl hκ
    exact (one_div_lt_one_div hd ha).1 (by linarith)
  · intro had
    have hlt : 1 / d < 1 / a := (one_div_lt_one_div hd ha).2 had
    have hpos : 0 < decayingWave (1 / a) d := div_pos (Real.exp_pos _) hd
    have hcont : Continuous fun κ => κ + decayingWave κ d := by
      unfold decayingWave
      fun_prop
    obtain ⟨κ, hκ, he⟩ := intermediate_value_Icc (one_div_pos.2 ha).le hcont.continuousOn
      (show 1 / a ∈ Icc _ _ from ⟨by linarith, by linarith⟩)
    have he' : κ + decayingWave κ d = 1 / a := he
    refine ⟨κ, lt_of_le_of_ne hκ.1 ?_, by linarith⟩
    rintro rfl
    linarith

/-- Two scatterers no farther apart than their scattering length have exactly one bound level. -/
theorem one_level {a : ℝ} {R₁ R₂ : Space} (ha : 0 < a) (hR : R₁ ≠ R₂) (hda : dist R₁ R₂ ≤ a) :
    ∃! κ, IsBoundLevel a R₁ R₂ κ := by
  have hd := dist_pos.2 hR
  obtain ⟨⟨κ, ⟨h0, h1⟩, hu⟩, _⟩ := even_root ha hd
  refine ⟨κ, (isBoundLevel_iff a κ hR).2 ⟨h0, Or.inl h1⟩, fun q hq => ?_⟩
  obtain ⟨hq0, h | h⟩ := (isBoundLevel_iff a q hR).1 hq
  · exact hu q ⟨hq0, h⟩
  · exact absurd ((odd_root_iff ha hd).1 ⟨q, hq0, h⟩) (not_lt.2 hda)

/-- Two scatterers of positive scattering length `a`, farther apart than `a`, have exactly two bound
levels, one below and one above `1/a`. -/
theorem two_levels {a : ℝ} {R₁ R₂ : Space} (ha : 0 < a) (had : a < dist R₁ R₂) :
    ∃ κu κg, 0 < κu ∧ κu < 1 / a ∧ 1 / a < κg ∧
      ∀ κ, IsBoundLevel a R₁ R₂ κ ↔ κ = κu ∨ κ = κg := by
  have hd : 0 < dist R₁ R₂ := ha.trans had
  have hR : R₁ ≠ R₂ := dist_pos.1 hd
  obtain ⟨⟨κg, ⟨g0, g1⟩, hg⟩, habove⟩ := even_root ha hd
  obtain ⟨κu, u0, u1⟩ := (odd_root_iff ha hd).2 had
  have hpos : 0 < decayingWave κu (dist R₁ R₂) := div_pos (Real.exp_pos _) hd
  refine ⟨κu, κg, u0, by linarith, habove κg g1, fun κ => ?_⟩
  rw [isBoundLevel_iff a κ hR]
  constructor
  · rintro ⟨h0, h | h⟩
    · exact Or.inr (hg κ ⟨h0, h⟩)
    · -- strict monotonicity leaves room for one odd root only
      left
      rcases lt_trichotomy κ κu with hlt | heq | hlt
      · linarith [odd_strictMono hd h0.le hlt]
      · exact heq
      · linarith [odd_strictMono hd u0.le hlt]
  · rintro (rfl | rfl)
    · exact ⟨u0, Or.inr u1⟩
    · exact ⟨g0, Or.inl g1⟩

end

end TwoPointScatterers
```

```lean
#print axioms TwoPointScatterers.one_level
-- 'TwoPointScatterers.one_level' depends on axioms: [propext, Classical.choice, Quot.sound]
#print axioms TwoPointScatterers.two_levels
-- 'TwoPointScatterers.two_levels' depends on axioms: [propext, Classical.choice, Quot.sound]
```

## How the proof follows the derivation

`wave_regular_part` computes the limit at $R_1$. The term $-\kappa c_1$ comes from the difference quotient $(e^{-\kappa r}-1)/r$, whose limit as $r\to0$ is the derivative of $e^{-\kappa r}$ at $r=0$; the other wave is continuous there because $R_1\neq R_2$. `contact_iff` compares this limit with the prescribed one, and uniqueness of limits gives the linear equation.

`isBoundLevel_iff` obtains the condition at $R_2$ by exchanging the scatterers. Its `linear_combination e₁ + e₂` and `e₁ - e₂` are the sum and difference above. For the converse it uses the amplitudes $(1,\pm1)$; a wave of unit norm has $|c_1|=|c_2|=\sqrt{\kappa/[4\pi(1\pm e^{-\kappa d})]}$.

`even_root` applies the intermediate value theorem between $1/a$ and $1/a+1/d$, then monotonicity. `odd_strictMono` replaces the derivative of $h$ by an inequality: for $0\le x<y$,

$$e^{-xd}-e^{-yd}=e^{-xd}\bigl(1-e^{-(y-x)d}\bigr)<(y-x)d,$$

from $1-t<e^{-t}$ for $t\ne0$ and $e^{-xd}\le1$. Division by $d$ gives $h(x)<h(y)$. `odd_root_iff` compares $h$ with $h(0)=1/d$ in one direction and uses the intermediate value theorem on $[0,1/a]$ in the other. The last two theorems combine these results, and `two_levels` also proves that the odd root is unique.

## Negative scattering length, and the search for roots in a code

The hypothesis $a>0$ matters. Take $a=-1$ and $d=2$, so that $a<d$ still holds. For $\kappa>0$ the left side $\kappa+1$ exceeds 1, while $\pm e^{-2\kappa}/2$ stays below $1/2$. Neither equation has a positive root, and there is no bound level.

One way to find the levels numerically is to look for zeros of the determinant of the two linear equations, $(\kappa-1/a)^2-g(\kappa)^2$, on $\kappa>0$. For $d>a$ it is negative there only between the two levels, an interval that becomes exponentially narrow at large $d$, so a coarse scan for sign changes can miss both. Bisecting the odd factor on $[0,1/a]$ and the even factor on $[1/a,\,1/a+1/d]$ finds each level separately.
